# Singly occupied orthonormal orbitals on a line have kinetic energy at least ∫ n³ (units ħ²/2m = 1)

## Fermions on a line and their orbitals

The kinetic energy of fermions on a line can be bounded from below by their density alone. The orbitals here are real, continuously differentiable, orthonormal functions u_1, ..., u_N on the whole line, with square-integrable derivatives. That they vanish at both ends follows from these conditions.

Orbital i has an occupation ν_i between 0 and q, where q = 1 for spinless fermions and q = 2 when two spin states share an orbital. The density is n = Σ ν_i u_i². The bound is

∫ n³ ≤ q² Σ ν_i ∫ u_i'².

The power n³ is that of Thomas-Fermi theory in one dimension, and the constant doesn't depend on N. In units where ħ²/2m = 1, the sum Σ ν_i ∫ u_i'² is the kinetic energy. For q = 1 it is therefore at least ∫ n³, whereas the Thomas-Fermi functional is (π²/3) ∫ n³. In orbital-free density functional theory the bound gives a floor for the kinetic energy of non-interacting fermions in one dimension.

## From one superposition to the density

Let K_ij = ∫ u_i' u_j' and F = Σ c_i u_i with constant c_i. Both F² and its derivative 2FF' are integrable, so F² tends to zero at both ends. Hence

F(y)² = ∫_{−∞}^y 2FF' dx = −∫_y^∞ 2FF' dx.

Adding the two expressions and applying Cauchy-Schwarz gives

2F(y)² ≤ ∫ 2|FF'| dx ≤ 2 (∫ F²)^(1/2) (∫ F'²)^(1/2).

Squaring and using orthonormality,

F(y)⁴ ≤ (Σ c_i²) Σ_ij c_i c_j K_ij.

Now hold y fixed and choose c_i = ν_i u_i(y). Then F(y) = n(y), and Σ c_i² = Σ ν_i² u_i(y)² ≤ q n(y). With S(y) = Σ_ij ν_i ν_j K_ij u_i(y) u_j(y), which equals ∫ F'² and so is non-negative,

n(y)⁴ ≤ q n(y) S(y), hence n(y)³ ≤ q S(y).

If n(y) = 0, every ν_i u_i(y) is zero and both sides vanish. Integrating over y, orthonormality leaves only the diagonal:

∫ n³ ≤ q Σ ν_i² K_ii ≤ q² Σ ν_i K_ii.

## The energy in a potential well

Let −V be a continuous well with V ≥ 0 and V^(3/2) integrable, and let each orbital be singly occupied. Continuity leaves out the finite square well, which jumps at its edges, but the argument below needs only a measurable V. At each point put V = 3w² with w ≥ 0. Then

n³ + 2w³ − 3w²n = (n − w)²(n + 2w) ≥ 0,

which says V n ≤ n³ + (2/(3√3)) V^(3/2). With the kinetic bound,

Σ ∫ (u_i'² − V u_i²) ≥ ∫ (n³ − V n) ≥ −(2/(3√3)) ∫ V^(3/2).

## The statement in Lean

`IsOrbitalSet u` collects the conditions on the orbitals. It needs no separate assumption that u_i² is integrable: Lean gives a non-integrable function the integral 0, which contradicts normalisation to 1. `density ν u` is n, and `kineticMatrix u` is K, without the factor 1/2 of atomic units. V^(3/2) is written `V x * √(V x)`.

`lieb_thirring_kinetic` concludes that n³ is integrable and satisfies the bound; `lieb_thirring_single_occupation` sets ν_i = q = 1. `well_energy_bound` concerns any such orbitals, whether or not they are eigenfunctions. The step left to reach an interacting state is the passage to its natural orbitals, which may be complex, infinite in number and not continuously differentiable.

```lean
import Mathlib

open MeasureTheory Set Filter Topology

namespace LiebThirringLine

noncomputable section

variable {N : ℕ} {u : Fin N → ℝ → ℝ}

/-- Real, continuously differentiable, orthonormal orbitals on the line, each with a
square-integrable derivative. -/
structure IsOrbitalSet (u : Fin N → ℝ → ℝ) : Prop where
  smooth : ∀ i, ContDiff ℝ 1 (u i)
  finite_kinetic : ∀ i, Integrable (fun x => deriv (u i) x ^ 2)
  orthonormal : ∀ i j, ∫ x, u i x * u j x = if i = j then 1 else 0

/-- The particle density of orbitals `u` with occupation numbers `ν`. -/
def density (ν : Fin N → ℝ) (u : Fin N → ℝ → ℝ) (x : ℝ) : ℝ := ∑ i, ν i * u i x ^ 2

/-- The matrix of the kinetic energy between orbitals, in units where it is `∫ u_i' u_j'`. -/
def kineticMatrix (u : Fin N → ℝ → ℝ) (i j : Fin N) : ℝ :=
  ∫ x, deriv (u i) x * deriv (u j) x

/-- The product of two continuous square-integrable functions is integrable. -/
theorem integrable_overlap {f g : ℝ → ℝ} (hf : Continuous f) (hg : Continuous g)
    (hf2 : Integrable fun x => f x ^ 2) (hg2 : Integrable fun x => g x ^ 2) :
    Integrable fun x => f x * g x := by
  refine (hf2.add hg2).mono' (hf.mul hg).aestronglyMeasurable (ae_of_all _ fun x => ?_)
  change |f x * g x| ≤ f x ^ 2 + g x ^ 2
  rw [abs_le]
  constructor <;> nlinarith [sq_nonneg (f x + g x), sq_nonneg (f x - g x),
    sq_nonneg (f x), sq_nonneg (g x)]

/-- All overlaps of orbitals, and all overlaps of their derivatives, are integrable. -/
theorem IsOrbitalSet.integrable_products (h : IsOrbitalSet u) :
    (∀ i j, Integrable fun x => u i x * u j x) ∧
      ∀ i j, Integrable fun x => deriv (u i) x * deriv (u j) x := by
  have hs : ∀ i, Integrable fun x => u i x ^ 2 := by
    intro i
    by_contra hc
    have h1 := h.orthonormal i i
    have h2 : ¬ Integrable fun x => u i x * u i x := by simpa only [pow_two] using hc
    rw [integral_undef h2] at h1
    simp at h1
  exact ⟨fun i j => integrable_overlap (h.smooth i).continuous (h.smooth j).continuous
      (hs i) (hs j),
    fun i j => integrable_overlap ((h.smooth i).continuous_deriv le_rfl)
      ((h.smooth j).continuous_deriv le_rfl) (h.finite_kinetic i) (h.finite_kinetic j)⟩

/-- A quadratic form in functions with integrable products is integrated term by term. -/
theorem integral_quadratic (M : Fin N → Fin N → ℝ) {v : Fin N → ℝ → ℝ}
    (hv : ∀ i j, Integrable fun x => v i x * v j x) :
    Integrable (fun x => ∑ i, ∑ j, M i j * (v i x * v j x)) ∧
      ∫ x, ∑ i, ∑ j, M i j * (v i x * v j x) = ∑ i, ∑ j, M i j * ∫ x, v i x * v j x := by
  have h1 : ∀ i j, Integrable fun x => M i j * (v i x * v j x) :=
    fun i j => (hv i j).const_mul _
  have h2 : ∀ i, Integrable fun x => ∑ j, M i j * (v i x * v j x) :=
    fun i => MeasureTheory.integrable_finsetSum _ fun j _ => h1 i j
  refine ⟨MeasureTheory.integrable_finsetSum _ fun i _ => h2 i, ?_⟩
  rw [MeasureTheory.integral_finsetSum _ fun i _ => h2 i]
  refine Finset.sum_congr rfl fun i _ => ?_
  rw [MeasureTheory.integral_finsetSum _ fun j _ => h1 i j]
  exact Finset.sum_congr rfl fun j _ => integral_const_mul _ _

/-- The fourth power of a superposition of orbitals at any point is at most its squared norm
times its kinetic energy. -/
theorem superposition_bound (h : IsOrbitalSet u) (c : Fin N → ℝ) (y : ℝ) :
    (∑ i, c i * u i y) ^ 4 ≤
      (∑ i, c i ^ 2) * ∑ i, ∑ j, c i * c j * kineticMatrix u i j := by
  obtain ⟨hu, hd⟩ := h.integrable_products
  have expand : ∀ (v : Fin N → ℝ → ℝ) (x : ℝ),
      (∑ i, c i * v i x) ^ 2 = ∑ i, ∑ j, c i * c j * (v i x * v j x) := by
    intro v x
    rw [pow_two, Finset.sum_mul_sum]
    exact Finset.sum_congr rfl fun i _ => Finset.sum_congr rfl fun j _ => by ring
  obtain ⟨F, hF⟩ : ∃ F : ℝ → ℝ, ∀ x, F x = ∑ i, c i * u i x := ⟨_, fun _ => rfl⟩
  obtain ⟨G, hG⟩ : ∃ G : ℝ → ℝ, ∀ x, G x = ∑ i, c i * deriv (u i) x := ⟨_, fun _ => rfl⟩
  have hF2 : ∀ x, F x ^ 2 = ∑ i, ∑ j, c i * c j * (u i x * u j x) :=
    fun x => by rw [hF, expand u]
  have hG2 : ∀ x, G x ^ 2 = ∑ i, ∑ j, c i * c j * (deriv (u i) x * deriv (u j) x) :=
    fun x => by rw [hG]; exact expand (fun i => deriv (u i)) x
  have iF : Integrable fun x => F x ^ 2 := by
    simp only [hF2]; exact (integral_quadratic (fun i j => c i * c j) hu).1
  have iG : Integrable fun x => G x ^ 2 := by
    simp only [hG2]; exact (integral_quadratic (fun i j => c i * c j) hd).1
  have eF : ∫ x, F x ^ 2 = ∑ i, c i ^ 2 := by
    simp only [hF2]
    exact (integral_quadratic (fun i j => c i * c j) hu).2.trans
      (by simp [h.orthonormal, pow_two])
  have eG : ∫ x, G x ^ 2 = ∑ i, ∑ j, c i * c j * kineticMatrix u i j := by
    simp only [hG2]; exact (integral_quadratic (fun i j => c i * c j) hd).2
  have dF : ∀ x, HasDerivAt F (G x) x := by
    intro x
    have hF' : F = fun x => ∑ i, c i * u i x := funext hF
    rw [hF', hG]
    exact HasDerivAt.fun_sum fun i _ =>
      (((h.smooth i).differentiable (by norm_num)) x).hasDerivAt.const_mul (c i)
  have cF : Continuous F := continuous_iff_continuousAt.2 fun x => (dF x).continuousAt
  have cG : Continuous G := by
    have hG' : G = fun x => ∑ i, c i * deriv (u i) x := funext hG
    rw [hG']
    exact continuous_finsetSum _ fun i _ =>
      continuous_const.mul ((h.smooth i).continuous_deriv le_rfl)
  have i2 : Integrable fun x => 2 * (F x * G x) :=
    (integrable_overlap cF cG iF iG).const_mul 2
  have ia : Integrable fun x => |2 * (F x * G x)| := i2.abs
  have d2 : ∀ x, HasDerivAt (fun x => F x ^ 2) (2 * (F x * G x)) x :=
    fun x => ((dF x).fun_pow 2).congr_deriv (by norm_num [mul_assoc])
  -- integrate the derivative of F² from both ends, where F² vanishes
  have hL := integral_Iic_of_hasDerivAt_of_tendsto' (a := y) (fun x _ => d2 x)
    i2.integrableOn (tendsto_zero_of_hasDerivAt_of_integrableOn_Iic (a := y)
      (fun x _ => d2 x) i2.integrableOn iF.integrableOn)
  have hR := integral_Ioi_of_hasDerivAt_of_tendsto' (a := y) (fun x _ => d2 x)
    i2.integrableOn (tendsto_zero_of_hasDerivAt_of_integrableOn_Ioi (a := y)
      (fun x _ => d2 x) i2.integrableOn iF.integrableOn)
  have hsum := integral_add_compl (measurableSet_Iic (a := y)) ia
  rw [compl_Iic] at hsum
  have bL := (le_abs_self _).trans (abs_integral_le_integral_abs
    (μ := volume.restrict (Iic y)) (f := fun x => 2 * (F x * G x)))
  have bR := (neg_le_abs _).trans (abs_integral_le_integral_abs
    (μ := volume.restrict (Ioi y)) (f := fun x => 2 * (F x * G x)))
  have hP : 2 * F y ^ 2 ≤ ∫ x, |2 * (F x * G x)| := by linarith
  -- Cauchy-Schwarz through the discriminant
  have hq : ∀ t : ℝ, 0 ≤ (∫ x, F x ^ 2) * (t * t) +
      (-∫ x, |2 * (F x * G x)|) * t + ∫ x, G x ^ 2 := by
    intro t
    have i3 : Integrable fun x => t * t * F x ^ 2 - t * |2 * (F x * G x)| :=
      (iF.const_mul _).sub (ia.const_mul _)
    have p : 0 ≤ ∫ x, (t * t * F x ^ 2 - t * |2 * (F x * G x)| + G x ^ 2) := by
      refine integral_nonneg fun x => ?_
      change (0 : ℝ) ≤ t * t * F x ^ 2 - t * |2 * (F x * G x)| + G x ^ 2
      rw [abs_mul, abs_mul, abs_two, ← sq_abs (F x), ← sq_abs (G x)]
      nlinarith [sq_nonneg (t * |F x| - |G x|)]
    rw [integral_add i3 iG, integral_sub (iF.const_mul _) (ia.const_mul _),
      integral_const_mul, integral_const_mul] at p
    linarith
  have hD := discrim_le_zero hq
  rw [discrim] at hD
  rw [← hF, ← eF, ← eG]
  nlinarith [pow_le_pow_left₀ (by positivity : 0 ≤ 2 * F y ^ 2) hP 2]

/-- For occupations between `0` and `q`, the cube of the density is bounded at each point by
`q` times a quadratic form in the orbitals built from the kinetic matrix. -/
theorem density_cubed_le (h : IsOrbitalSet u) {ν : Fin N → ℝ} {q : ℝ}
    (hν0 : ∀ i, 0 ≤ ν i) (hν : ∀ i, ν i ≤ q) (y : ℝ) :
    density ν u y ^ 3 ≤
      q * ∑ i, ∑ j, ν i * ν j * kineticMatrix u i j * (u i y * u j y) := by
  -- superpose the orbitals with their own values at y as coefficients
  have hb : (∑ i, ν i * u i y * u i y) ^ 4 ≤ (∑ i, (ν i * u i y) ^ 2) *
      ∑ i, ∑ j, ν i * u i y * (ν j * u j y) * kineticMatrix u i j :=
    superposition_bound h (fun i => ν i * u i y) y
  have e1 : ∑ i, ν i * u i y * u i y = density ν u y :=
    Finset.sum_congr rfl fun i _ => by ring
  have e2 : ∑ i, (ν i * u i y) ^ 2 ≤ q * density ν u y := by
    rw [density, Finset.mul_sum]
    refine Finset.sum_le_sum fun i _ => ?_
    nlinarith [mul_le_mul_of_nonneg_right (hν i) (mul_nonneg (hν0 i) (sq_nonneg (u i y)))]
  have e3 : ∑ i, ∑ j, ν i * ν j * kineticMatrix u i j * (u i y * u j y) =
      ∑ i, ∑ j, ν i * u i y * (ν j * u j y) * kineticMatrix u i j :=
    Finset.sum_congr rfl fun i _ => Finset.sum_congr rfl fun j _ => by ring
  have hterm : ∀ i ∈ Finset.univ, 0 ≤ ν i * u i y ^ 2 :=
    fun i _ => mul_nonneg (hν0 i) (sq_nonneg _)
  have hn : 0 ≤ density ν u y := Finset.sum_nonneg hterm
  rw [e3]
  rw [e1] at hb
  rcases hn.eq_or_lt with h0 | hp
  · have hz : ∀ i, ν i * u i y = 0 := by
      intro i
      have hi := (Finset.sum_eq_zero_iff_of_nonneg hterm).1 h0.symm i (Finset.mem_univ i)
      rcases mul_eq_zero.1 hi with a | a
      · rw [a, zero_mul]
      · rw [(pow_eq_zero_iff two_ne_zero).1 a, mul_zero]
    rw [← h0]
    simp [hz]
  · have hC : 0 ≤ ∑ i, (ν i * u i y) ^ 2 := Finset.sum_nonneg fun i _ => sq_nonneg _
    generalize ∑ i, ∑ j, ν i * u i y * (ν j * u j y) * kineticMatrix u i j = S at hb ⊢
    have hS : 0 ≤ S := by
      by_contra hneg
      have h4 : 0 < density ν u y ^ 4 := by positivity
      nlinarith [mul_nonneg hC (neg_nonneg.2 (not_le.1 hneg).le)]
    refine le_of_mul_le_mul_left ?_ hp
    nlinarith [mul_le_mul_of_nonneg_right e2 hS]

/-- Lieb-Thirring kinetic inequality on the line: for orthonormal orbitals with occupations
between `0` and `q`, `n³` is integrable and `∫ n³ ≤ q² ∑ ν_i ∫ u_i'²`. -/
theorem lieb_thirring_kinetic (h : IsOrbitalSet u) {ν : Fin N → ℝ} {q : ℝ}
    (hν0 : ∀ i, 0 ≤ ν i) (hν : ∀ i, ν i ≤ q) :
    Integrable (fun x => density ν u x ^ 3) ∧
      ∫ x, density ν u x ^ 3 ≤ q ^ 2 * ∑ i, ν i * ∫ x, deriv (u i) x ^ 2 := by
  obtain ⟨iS, eS⟩ := integral_quadratic (fun i j => ν i * ν j * kineticMatrix u i j)
    h.integrable_products.1
  have cn : Continuous fun x => density ν u x := by
    unfold density
    exact continuous_finsetSum _ fun i _ =>
      continuous_const.mul ((h.smooth i).continuous.pow 2)
  have i3 : Integrable fun x => density ν u x ^ 3 := by
    refine (iS.const_mul q).mono' (cn.pow 3).aestronglyMeasurable (ae_of_all _ fun x => ?_)
    have hn : 0 ≤ density ν u x :=
      Finset.sum_nonneg fun i _ => mul_nonneg (hν0 i) (sq_nonneg _)
    rw [Real.norm_of_nonneg (pow_nonneg hn 3)]
    exact density_cubed_le h hν0 hν x
  -- orthonormality leaves only the diagonal of the kinetic matrix
  have e : ∫ x, q * ∑ i, ∑ j, ν i * ν j * kineticMatrix u i j * (u i x * u j x) =
      q * ∑ i, ν i ^ 2 * ∫ x, deriv (u i) x ^ 2 := by
    rw [integral_const_mul]
    congr 1
    refine eS.trans ?_
    simp [h.orthonormal, kineticMatrix, pow_two]
  refine ⟨i3, (integral_mono i3 (iS.const_mul q)
    fun x => density_cubed_le h hν0 hν x).trans (e.le.trans ?_)⟩
  rw [Finset.mul_sum, Finset.mul_sum]
  refine Finset.sum_le_sum fun i _ => ?_
  have hK : 0 ≤ ∫ x, deriv (u i) x ^ 2 := integral_nonneg fun x => sq_nonneg _
  have hq : 0 ≤ q := (hν0 i).trans (hν i)
  nlinarith [mul_le_mul_of_nonneg_left (hν i) (mul_nonneg (mul_nonneg hq (hν0 i)) hK)]

/-- For `N` singly occupied orthonormal orbitals, `∫ n³ ≤ ∑ ∫ u_i'²`. -/
theorem lieb_thirring_single_occupation (h : IsOrbitalSet u) :
    ∫ x, (∑ i, u i x ^ 2) ^ 3 ≤ ∑ i, ∫ x, deriv (u i) x ^ 2 := by
  have h1 := (lieb_thirring_kinetic h (ν := fun _ => 1) (q := 1)
    (fun _ => zero_le_one) (fun _ => le_rfl)).2
  simpa only [density, one_mul, one_pow] using h1

/-- For a well depth `v ≥ 0` and a density `n ≥ 0`, `v n ≤ n³ + (2/(3√3)) v^(3/2)`. -/
theorem well_pointwise {v n : ℝ} (hv : 0 ≤ v) (hn : 0 ≤ n) :
    v * n ≤ n ^ 3 + 2 / (3 * √3) * (v * √v) := by
  have s0 : 0 < √(3 : ℝ) := Real.sqrt_pos.2 (by norm_num)
  obtain ⟨w, hw, hr⟩ : ∃ w : ℝ, 0 ≤ w ∧ √v = √3 * w :=
    ⟨√v / √3, by positivity, (mul_div_cancel₀ _ s0.ne').symm⟩
  have hv' : v = 3 * w ^ 2 := by
    have h1 := Real.sq_sqrt hv
    rw [hr, mul_pow, Real.sq_sqrt (by norm_num)] at h1
    exact h1.symm
  have e : 2 / (3 * √3) * (v * √v) = 2 * w ^ 3 := by
    rw [hr, hv']
    field_simp
  rw [e, hv']
  nlinarith [mul_nonneg (by positivity : 0 ≤ n + 2 * w) (sq_nonneg (n - w))]

/-- In a continuous well `-V` with `V ≥ 0` and `V^(3/2)` integrable, the total energy of `N`
orthonormal orbitals under `-d²/dx² - V` is at least `-(2/(3√3)) ∫ V^(3/2)`. -/
theorem well_energy_bound (h : IsOrbitalSet u) {V : ℝ → ℝ} (hV : Continuous V)
    (hV0 : ∀ x, 0 ≤ V x) (hVi : Integrable fun x => V x * √(V x)) :
    -(2 / (3 * √3) * ∫ x, V x * √(V x)) ≤
      ∑ i, ∫ x, (deriv (u i) x ^ 2 - V x * u i x ^ 2) := by
  have i3 := (lieb_thirring_kinetic h (ν := fun _ => 1) (q := 1)
    (fun _ => zero_le_one) (fun _ => le_rfl)).1
  simp only [density, one_mul] at i3
  have iC : Integrable fun x => 2 / (3 * √3) * (V x * √(V x)) := hVi.const_mul _
  have hp : ∀ x, V x * ∑ i, u i x ^ 2 ≤
      (∑ i, u i x ^ 2) ^ 3 + 2 / (3 * √3) * (V x * √(V x)) :=
    fun x => well_pointwise (hV0 x) (Finset.sum_nonneg fun i _ => sq_nonneg _)
  have iV : ∀ i, Integrable fun x => V x * u i x ^ 2 := by
    intro i
    refine (i3.add iC).mono' (hV.mul ((h.smooth i).continuous.pow 2)).aestronglyMeasurable
      (ae_of_all _ fun x => ?_)
    rw [Real.norm_of_nonneg (mul_nonneg (hV0 x) (sq_nonneg _))]
    exact (mul_le_mul_of_nonneg_left (Finset.single_le_sum (f := fun j => u j x ^ 2)
      (fun j _ => sq_nonneg _) (Finset.mem_univ i)) (hV0 x)).trans (hp x)
  -- `∫ V n` is at most `∫ n³` plus the `V^(3/2)` term
  have e : ∑ i, ∫ x, V x * u i x ^ 2 ≤
      (∫ x, (∑ i, u i x ^ 2) ^ 3) + 2 / (3 * √3) * ∫ x, V x * √(V x) := by
    rw [← MeasureTheory.integral_finsetSum _ fun i _ => iV i, ← integral_const_mul, ← integral_add i3 iC]
    refine integral_mono (MeasureTheory.integrable_finsetSum _ fun i _ => iV i) (i3.add iC) fun x => ?_
    have hx := hp x
    rw [Finset.mul_sum] at hx
    exact hx
  have es : ∑ i, ∫ x, (deriv (u i) x ^ 2 - V x * u i x ^ 2) =
      (∑ i, ∫ x, deriv (u i) x ^ 2) - ∑ i, ∫ x, V x * u i x ^ 2 := by
    rw [← Finset.sum_sub_distrib]
    exact Finset.sum_congr rfl fun i _ => integral_sub (h.finite_kinetic i) (iV i)
  rw [es]
  linarith [lieb_thirring_single_occupation h]

end

end LiebThirringLine
```

```lean
#print axioms LiebThirringLine.lieb_thirring_single_occupation
#print axioms LiebThirringLine.well_energy_bound
```

```
'LiebThirringLine.lieb_thirring_single_occupation' depends on axioms: [propext, Classical.choice, Quot.sound]
'LiebThirringLine.well_energy_bound' depends on axioms: [propext, Classical.choice, Quot.sound]
```

## How the lemmas carry the derivation

`integrable_overlap` and `IsOrbitalSet.integrable_products` supply the integrability of all products, and `integral_quadratic` integrates double sums term by term.

In `superposition_bound`, `G` is F'. The facts `hL` and `hR` are the integrals from the two ends, and `hP` is the bound 2F(y)² ≤ ∫ |2FF'| that they give. Cauchy-Schwarz comes from ∫ (t|F| − |G|)² ≥ 0 for all real t: this quadratic in t has a non-positive discriminant (`discrim_le_zero`).

`density_cubed_le` inserts the coefficients ν_i u_i(y) and treats n(y) = 0 and n(y) > 0 separately. It obtains S ≥ 0 by contradiction, since a negative S would make the upper bound on n⁴ non-positive.

`lieb_thirring_kinetic` uses the pointwise bound twice: as a dominating function, to show that n³ is integrable, and under the integral through `integral_mono`. Simplification with `h.orthonormal` removes the off-diagonal terms.

`well_pointwise` is the factorised cubic. `well_energy_bound` first uses it to show that each V u_i² is integrable, then integrates it and combines the result with the kinetic bound.
